# In a finite basis, no extended Koopmans root lies below the lowest ion energy minus the reference energy

## Can the lowest root come out below the ionization energy?

After a CASSCF calculation I take the density matrices of the neutral molecule, build an overlap matrix $D$ and an energy matrix $F$ for the states with one electron removed, and solve $Fc=I\,Dc$. I then report the lowest root $I$ as the first ionization energy, without ever doing a calculation on the ion.

What does that number bound? $D$ is often nearly singular, I never solve for the ion, and my reference energy is itself approximate. Can a root fall below the true ionization energy, and when is the lowest one exact?

## The bound is $E_0-E$, with the same $E$ that enters $F$

A root cannot fall below $E_0-E$, where $E_0$ is the lowest energy of the ion in your basis and $E$ is the reference energy used in $F$. The lowest root equals $E_0-E$ if an ionic ground state is a combination of your one-electron-removed states.

With $F$ as defined below, the approximate reference affects the bound only through $E$. If $E$ lies above the exact neutral energy $E_N$ in the same basis, then $E_0-E$ lies below the ionization energy $E_0-E_N$, and the bound leaves room for a root between the two. Within the active-space model the reference is an eigenvector of the active-space Hamiltonian, so there the bound is the model's own ionization energy, with the ion described in the neutral's orbitals.

### From the matrix equation to an energy expectation value

Let $W$ be the finite-dimensional space of ion states, $H$ the Hermitian Hamiltonian on it, and $E$ a real number. Removing an electron from spin orbital $q$ of the reference $\psi$ gives $u_q=a_q\psi$ in $W$. Define
$$D_{pq}=\langle u_p,u_q\rangle,\qquad F_{pq}=\langle u_p,(H-E)u_q\rangle .$$
For normalised $\psi$, $D$ is the one-particle density matrix. If $\psi$ is an eigenvector of the $N$-electron Hamiltonian $H_N$ with energy $E$, then
$$Ha_q\psi-a_qH_N\psi=(H-E)a_q\psi,$$
so $F$ is the usual commutator matrix. If $\psi$ is not an eigenvector, the two matrices can differ, and the bound below is proved for $F$ as defined above, not for the commutator matrix. $F$ is not the generalised Fock matrix of orbital optimization, which is commonly defined with the commutator reversed and so has the opposite sign.

Given coefficients $c$, put $v=\sum_q c_qu_q$. By linearity,
$$(Dc)_p=\langle u_p,v\rangle,\qquad (Fc)_p=\langle u_p,(H-E)v\rangle .$$
If $Dc=0$, then $\langle v,v\rangle=\sum_p c_p^*(Dc)_p=0$, so $v=0$. Conversely, $v=0$ gives $Dc=0$. The condition $Dc\neq0$ therefore says that $c$ describes an actual ion state. Without it, a null vector of $D$ would satisfy the equation for every $I$, because $Fc$ vanishes too.

Let $r=(H-E)v-Iv$. The equation $Fc=I\,Dc$ says exactly that $\langle u_p,r\rangle=0$ for all $p$. Multiplying by $c_p^*$ and summing gives
$$0=\langle v,r\rangle=\langle v,Hv\rangle-(E+I)\|v\|^2,\qquad I+E=\frac{\langle v,Hv\rangle}{\langle v,v\rangle}.$$
The quotient is real because $H$ is Hermitian, so $I$ is real. With an orthonormal eigenbasis $b_i$ of $H$ and eigenvalues $\lambda_i\ge E_0$,
$$\langle v,Hv\rangle=\sum_i\lambda_i|\langle b_i,v\rangle|^2\ge E_0\sum_i|\langle b_i,v\rangle|^2=E_0\|v\|^2 .$$
Hence $I\ge E_0-E$.

### When the roots are exact

Suppose the $u_q$ span $W$. Then $r$ is itself a combination of the $u_p$, so $\langle r,r\rangle=0$ and $(H-E)v=Iv$. Conversely, an eigenvector $v\neq0$ of $H-E$ has some expansion $v=\sum_qc_qu_q$. Its residual is zero and $Dc\ne0$, so its eigenvalue is a root. The roots are then exactly the eigenvalues of $H-E$.

Spanning is a strong condition. Two electrons in $M$ spin orbitals have an $M$-dimensional ion space. The $M$ vectors $u_q$ can span it when $M$ is even, as it is when every spatial orbital carries both spins. With more electrons, the ion space is usually far larger than the number of orbitals.

For the lowest root, less is enough. If $Hw=E_0w$ with $w\neq0$ in the span of the $u_q$, then $(H-E)w=(E_0-E)w$, the residual is zero, and $E_0-E$ is a root. By the bound, no root is lower. An exact $\psi$ does not by itself supply this $w$: its presence in the span is a hypothesis here.

As for a nearly singular $D$, discarding its small eigenvalues replaces the $u_q$ by a smaller family of combinations. The bound applies to that family as well, but its span may have lost the ionic ground state.

### The statements and their proofs in Lean

```lean
import Mathlib

open Matrix
open scoped InnerProductSpace ComplexConjugate

namespace ExtendedKoopmans

noncomputable section

variable {W ι : Type*} [NormedAddCommGroup W] [InnerProductSpace ℂ W] [Fintype ι]

/-- The ion Hamiltonian measured from the reference energy, `H - E`. -/
def shifted (H : W →ₗ[ℂ] W) (E : ℝ) : W →ₗ[ℂ] W := H - (E : ℂ) • LinearMap.id

/-- The overlap matrix `D_pq = ⟨u_p, u_q⟩` of the ionized vectors. -/
def overlap (u : ι → W) : Matrix ι ι ℂ := Matrix.of fun p q => ⟪u p, u q⟫_ℂ

/-- The Koopmans matrix `F_pq = ⟨u_p, (H - E) u_q⟩`. -/
def koopmans (H : W →ₗ[ℂ] W) (E : ℝ) (u : ι → W) : Matrix ι ι ℂ :=
  Matrix.of fun p q => ⟪u p, shifted H E (u q)⟫_ℂ

/-- `I` is a root of the extended Koopmans equation: `F c = I D c` for some `c` with
`D c ≠ 0`. -/
def IsRoot (H : W →ₗ[ℂ] W) (E : ℝ) (u : ι → W) (I : ℂ) : Prop :=
  ∃ c : ι → ℂ, koopmans H E u *ᵥ c = I • (overlap u *ᵥ c) ∧ overlap u *ᵥ c ≠ 0

/-- `E₀` is the least real eigenvalue of `H`. -/
def IsGroundEnergy (H : W →ₗ[ℂ] W) (E₀ : ℝ) : Prop :=
  IsLeast {μ : ℝ | Module.End.HasEigenvalue H (μ : ℂ)} E₀

omit [Fintype ι] in
/-- If `ψ` is an eigenvector of the `N`-electron Hamiltonian `HN` with energy `E`, the
commutator matrix `⟨a_p ψ, (H a_q - a_q HN) ψ⟩` is the Koopmans matrix of the vectors
`a_q ψ`. -/
theorem commutator_eq_koopmans {V : Type*} [AddCommGroup V] [Module ℂ V]
    (HN : V →ₗ[ℂ] V) (H : W →ₗ[ℂ] W) (a : ι → V →ₗ[ℂ] W) (ψ : V) (E : ℝ)
    (hψ : HN ψ = (E : ℂ) • ψ) (p q : ι) :
    ⟪a p ψ, H (a q ψ) - a q (HN ψ)⟫_ℂ = koopmans H E (fun r => a r ψ) p q := by
  rw [hψ, map_smul]
  rfl

/-- The vector `D c` lists the overlaps of the `u_p` with the ion state `∑ c_q u_q`. -/
theorem overlap_mulVec (u : ι → W) (c : ι → ℂ) (p : ι) :
    (overlap u *ᵥ c) p = ⟪u p, ∑ q, c q • u q⟫_ℂ := by
  simp only [overlap, Matrix.mulVec, dotProduct, Matrix.of_apply, inner_sum,
    inner_smul_right, mul_comm]

/-- The vector `F c` lists the inner products of the `u_p` with `H - E` applied to the
ion state `∑ c_q u_q`. -/
theorem koopmans_mulVec (H : W →ₗ[ℂ] W) (E : ℝ) (u : ι → W) (c : ι → ℂ) (p : ι) :
    (koopmans H E u *ᵥ c) p = ⟪u p, shifted H E (∑ q, c q • u q)⟫_ℂ := by
  simp only [koopmans, Matrix.mulVec, dotProduct, Matrix.of_apply, map_sum, map_smul,
    inner_sum, inner_smul_right, mul_comm]

/-- A vector orthogonal to every `u_p` is orthogonal to their whole span. -/
theorem inner_eq_zero_of_mem_span {u : ι → W} {x w : W} (hx : ∀ p, ⟪u p, x⟫_ℂ = 0)
    (hw : w ∈ Submodule.span ℂ (Set.range u)) : ⟪w, x⟫_ℂ = 0 := by
  obtain ⟨c, rfl⟩ := (Submodule.mem_span_range_iff_exists_fun ℂ).1 hw
  simp [hx]

/-- The coefficients `c` are a null vector of the overlap matrix exactly when the ion
state `∑ c_q u_q` vanishes. -/
theorem overlap_mulVec_eq_zero_iff (u : ι → W) (c : ι → ℂ) :
    overlap u *ᵥ c = 0 ↔ ∑ q, c q • u q = 0 := by
  constructor
  · intro hD
    apply (inner_self_eq_zero (𝕜 := ℂ)).1
    refine inner_eq_zero_of_mem_span (u := u) (fun p => ?_)
      ((Submodule.mem_span_range_iff_exists_fun ℂ).2 ⟨c, rfl⟩)
    rw [← overlap_mulVec, hD]
    rfl
  · intro h
    funext p
    rw [overlap_mulVec, h, inner_zero_right]
    rfl

/-- `I` is a root exactly when some nonzero ion state `v` in the span of the `u_p` has a
residual `(H - E) v - I v` orthogonal to every `u_p`. -/
theorem isRoot_iff_residual (H : W →ₗ[ℂ] W) (E : ℝ) (u : ι → W) (I : ℂ) :
    IsRoot H E u I ↔ ∃ v ∈ Submodule.span ℂ (Set.range u), v ≠ 0 ∧
      ∀ p, ⟪u p, shifted H E v - I • v⟫_ℂ = 0 := by
  constructor
  · rintro ⟨c, hF, hD⟩
    refine ⟨∑ q, c q • u q, (Submodule.mem_span_range_iff_exists_fun ℂ).2 ⟨c, rfl⟩,
      fun h => hD ((overlap_mulVec_eq_zero_iff u c).2 h), fun p => ?_⟩
    have h := congrFun hF p
    rw [Pi.smul_apply, koopmans_mulVec, overlap_mulVec, smul_eq_mul] at h
    rw [inner_sub_right, inner_smul_right, h, sub_self]
  · rintro ⟨v, hv, hv0, hr⟩
    obtain ⟨c, rfl⟩ := (Submodule.mem_span_range_iff_exists_fun ℂ).1 hv
    refine ⟨c, ?_, fun hD => hv0 ((overlap_mulVec_eq_zero_iff u c).1 hD)⟩
    funext p
    have h := hr p
    rw [inner_sub_right, inner_smul_right] at h
    rw [Pi.smul_apply, koopmans_mulVec, overlap_mulVec, smul_eq_mul]
    exact sub_eq_zero.1 h

/-- Variational principle: for a Hermitian `H` on a finite-dimensional space with least
eigenvalue `E₀`, every vector satisfies `E₀ ‖v‖² ≤ ⟨v, H v⟩`. -/
theorem ground_le_expectation [FiniteDimensional ℂ W] {H : W →ₗ[ℂ] W}
    (hH : LinearMap.IsSymmetric H) {E₀ : ℝ} (h₀ : IsGroundEnergy H E₀) (v : W) :
    E₀ * ‖v‖ ^ 2 ≤ (⟪v, H v⟫_ℂ).re := by
  have hn : Module.finrank ℂ W = Module.finrank ℂ W := rfl
  let b := hH.eigenvectorBasis hn
  let l := hH.eigenvalues hn
  have hb : ∀ i, H (b i) = (l i : ℂ) • b i := fun i => hH.apply_eigenvectorBasis hn i
  have hl : ∀ i, E₀ ≤ l i := fun i => h₀.2 (Module.End.hasEigenvalue_of_hasEigenvector
    ⟨Module.End.mem_eigenspace_iff.2 (hb i), b.orthonormal.ne_zero i⟩)
  -- each eigenvector contributes its eigenvalue times its weight in `v`
  have hterm : ∀ i, (⟪v, b i⟫_ℂ * ⟪b i, H v⟫_ℂ).re = l i * ‖⟪b i, v⟫_ℂ‖ ^ 2 := by
    intro i
    have h : ⟪v, b i⟫_ℂ * ⟪b i, H v⟫_ℂ = ((l i * ‖⟪b i, v⟫_ℂ‖ ^ 2 : ℝ) : ℂ) := by
      rw [← hH (b i) v, hb, inner_smul_left, Complex.conj_ofReal,
        ← inner_conj_symm v (b i)]
      push_cast
      rw [← Complex.conj_mul']
      ring
    rw [h, Complex.ofReal_re]
  rw [← b.sum_inner_mul_inner v (H v), Complex.re_sum, ← b.sum_sq_norm_inner_right v,
    Finset.mul_sum]
  refine Finset.sum_le_sum fun i _ => ?_
  rw [hterm]
  exact mul_le_mul_of_nonneg_right (hl i) (sq_nonneg _)

/-- Extended Koopmans bound: for a Hermitian `H` on a finite-dimensional ion space with
least eigenvalue `E₀`, every root `I` is real and at least `E₀ - E`. -/
theorem root_real_and_ge [FiniteDimensional ℂ W] {H : W →ₗ[ℂ] W}
    (hH : LinearMap.IsSymmetric H) {E₀ : ℝ} (h₀ : IsGroundEnergy H E₀) {E : ℝ}
    {u : ι → W} {I : ℂ} (hI : IsRoot H E u I) : I.im = 0 ∧ E₀ - E ≤ I.re := by
  obtain ⟨v, hv, hv0, hr⟩ := (isRoot_iff_residual H E u I).1 hI
  have hpos : 0 < ‖v‖ ^ 2 := pow_pos (norm_pos_iff.2 hv0) 2
  have hnorm : ⟪v, v⟫_ℂ = ((‖v‖ ^ 2 : ℝ) : ℂ) := by
    exact_mod_cast inner_self_eq_norm_sq_to_K (𝕜 := ℂ) v
  -- the residual is orthogonal to `v` itself, so `I + E` is an energy expectation value
  have hexp : ⟪v, H v⟫_ℂ = (I + (E : ℂ)) * ((‖v‖ ^ 2 : ℝ) : ℂ) := by
    have h := inner_eq_zero_of_mem_span hr hv
    have hs : shifted H E v = H v - (E : ℂ) • v := rfl
    rw [hs, inner_sub_right, inner_sub_right, inner_smul_right, inner_smul_right,
      hnorm] at h
    linear_combination h
  have hreal : (⟪v, H v⟫_ℂ).im = 0 := by
    apply Complex.conj_eq_iff_im.1
    rw [inner_conj_symm, hH v v]
  have hbound := ground_le_expectation hH h₀ v
  rw [hexp, Complex.mul_im, Complex.ofReal_im, Complex.ofReal_re, mul_zero, zero_add,
    Complex.add_im, Complex.ofReal_im, add_zero] at hreal
  rw [hexp, Complex.mul_re, Complex.ofReal_im, Complex.ofReal_re, mul_zero, sub_zero,
    Complex.add_re, Complex.ofReal_re] at hbound
  refine ⟨(mul_eq_zero.1 hreal).resolve_right hpos.ne', ?_⟩
  have h := le_of_mul_le_mul_right hbound hpos
  linarith

/-- If the ionized vectors span the ion space, the roots are exactly the eigenvalues of
`H - E`. -/
theorem isRoot_iff_hasEigenvalue (H : W →ₗ[ℂ] W) (E : ℝ) {u : ι → W}
    (hu : Submodule.span ℂ (Set.range u) = ⊤) (I : ℂ) :
    IsRoot H E u I ↔ Module.End.HasEigenvalue (shifted H E) I := by
  rw [isRoot_iff_residual]
  constructor
  · rintro ⟨v, -, hv0, hr⟩
    -- the residual lies in the span, hence is orthogonal to itself
    have h : shifted H E v - I • v = 0 := (inner_self_eq_zero (𝕜 := ℂ)).1
      (inner_eq_zero_of_mem_span hr (hu ▸ Submodule.mem_top))
    exact Module.End.hasEigenvalue_of_hasEigenvector
      ⟨Module.End.mem_eigenspace_iff.2 (sub_eq_zero.1 h), hv0⟩
  · intro h
    obtain ⟨v, hv⟩ := h.exists_hasEigenvector
    refine ⟨v, hu ▸ Submodule.mem_top, hv.2, fun p => ?_⟩
    rw [hv.apply_eq_smul, sub_self, inner_zero_right]

/-- For a Hermitian `H` on a finite-dimensional ion space, if an eigenvector `w` for the
least eigenvalue `E₀` lies in the span of the ionized vectors, the lowest root is exactly
`E₀ - E`. -/
theorem lowest_root_exact [FiniteDimensional ℂ W] {H : W →ₗ[ℂ] W}
    (hH : LinearMap.IsSymmetric H) {E₀ : ℝ} (h₀ : IsGroundEnergy H E₀) (E : ℝ)
    {u : ι → W} {w : W} (hw : H w = (E₀ : ℂ) • w) (hw0 : w ≠ 0)
    (hmem : w ∈ Submodule.span ℂ (Set.range u)) :
    IsLeast {I : ℝ | IsRoot H E u (I : ℂ)} (E₀ - E) := by
  constructor
  · refine (isRoot_iff_residual H E u _).2 ⟨w, hmem, hw0, fun p => ?_⟩
    have hs : shifted H E w = H w - (E : ℂ) • w := rfl
    rw [hs, hw, Complex.ofReal_sub, sub_smul, sub_self, inner_zero_right]
  · intro I hI
    exact (root_real_and_ge hH h₀ hI).2

end

end ExtendedKoopmans
```

```lean
#print axioms ExtendedKoopmans.commutator_eq_koopmans
-- 'ExtendedKoopmans.commutator_eq_koopmans' depends on axioms: [propext, Classical.choice, Quot.sound]
#print axioms ExtendedKoopmans.isRoot_iff_hasEigenvalue
-- 'ExtendedKoopmans.isRoot_iff_hasEigenvalue' depends on axioms: [propext, Classical.choice, Quot.sound]
#print axioms ExtendedKoopmans.lowest_root_exact
-- 'ExtendedKoopmans.lowest_root_exact' depends on axioms: [propext, Classical.choice, Quot.sound]
```

### What the definitions and theorems say

`W` is a complex inner product space, and `ι` is a finite set of labels for the vectors `u`, which may be linearly dependent. The inner product is conjugate-linear in its first argument, as in Dirac notation. `shifted H E` is $H-E$, and `overlap u` and `koopmans H E u` are $D$ and $F$. The letter `I` is the root, not the imaginary unit.

`IsRoot H E u I` says that some $c$ satisfies $Fc=I\,Dc$ with $Dc\neq0$. Here `I` is complex, so its reality has to be proved. `IsGroundEnergy H E₀` says that $E_0$ is an eigenvalue of `H` and no real eigenvalue is smaller. Hermiticity is `LinearMap.IsSymmetric H`.

There are four main statements:

- `root_real_and_ge`: for Hermitian `H` on finite-dimensional `W`, every root has zero imaginary part and real part at least $E_0-E$. The number `E` is any real number, so no accuracy of the reference is assumed.
- `isRoot_iff_hasEigenvalue`: if the `u` span `W`, roots and eigenvalues of $H-E$ coincide. This equivalence does not need Hermiticity.
- `lowest_root_exact`: for Hermitian `H` on finite-dimensional `W`, if an eigenvector for $E_0$ lies in the span, $E_0-E$ is the least real root.
- `commutator_eq_koopmans`: if $\psi$ is an eigenvector of `HN` with energy `E`, the commutator matrix equals the Koopmans matrix of the vectors $a_q\psi$.

In the last statement the `a` are arbitrary linear maps from the $N$-electron space to the ion space. Anticommutation relations are never used, and annihilation operators are a special case. Electron interaction is allowed, since `H` is any Hermitian operator. For electronic structure this makes the lowest root an upper bound to the ion's energy relative to $E$, within a finite orbital basis. Two steps are left to the user: checking that the matrix computed from an approximate reference is this $F$, and passing from the finite basis to the complete-basis limit of a real molecule.

### From residuals to the bound in the proof

`overlap_mulVec` and `koopmans_mulVec` are the two formulas for $Dc$ and $Fc$, obtained by expanding the matrix products and taking the sum out of the inner product. `inner_eq_zero_of_mem_span` says that a vector orthogonal to every $u_p$ is orthogonal to all their combinations. `overlap_mulVec_eq_zero_iff` uses it to show that $Dc=0$ exactly when $v=0$.

`isRoot_iff_residual` combines these facts: a root is the same as a nonzero $v$ in the span whose residual is orthogonal to every $u_p$. In one direction $v$ is built from $c$; in the other, membership in the span supplies a $c$. The later proofs work with $v$ and need no inverse of $D$.

`ground_le_expectation` is the variational principle. It takes Mathlib's eigenbasis `b` with eigenvalues `l`, and `hl` records that each is at least $E_0$. The step `hterm` evaluates one term of the expansion as $\lambda_i|\langle b_i,v\rangle|^2$, and `Finset.sum_le_sum` compares the sums term by term.

In `root_real_and_ge`, `hexp` is the identity $\langle v,Hv\rangle=(I+E)\|v\|^2$, obtained by pairing the residual with $v$. `hreal` uses symmetry to make the left side real. Taking imaginary and real parts and cancelling $\|v\|^2>0$ gives the two conclusions.

For `isRoot_iff_hasEigenvalue`, spanning places the residual in the span, so it is orthogonal to itself and vanishes; the converse takes an eigenvector, whose residual is zero. `lowest_root_exact` shows that `w` has zero residual, which makes $E_0-E$ a root, and then quotes `root_real_and_ge` for minimality.
